# Metropolis-tested involutive proposals with fresh momenta satisfy detailed balance on a finite position set

The Markov chain here lives on positions alone: each move draws a new momentum and discards it afterwards. Let Q and P be finite sets of positions and momenta, with weights μ(q) and ν(p), and let T map phase space Q × P to itself.

In Lean 4 with Mathlib:

```lean
import Mathlib

open Finset

namespace HybridMonteCarloPosition

noncomputable section

variable {Q P : Type*}
```

A phase point x = (q,p) has weight π(x) = μ(q)ν(p).

```lean
/-- The phase-space weight `π(q,p) = μ(q) ν(p)`. -/
def jointWeight (μ : Q → ℝ) (ν : P → ℝ) (x : Q × P) : ℝ := μ x.1 * ν x.2
```

The proposal Tx is accepted with probability a(x) = min(1, π(Tx)/π(x)).

```lean
/-- The Metropolis probability of accepting the proposal `T x` from the phase point `x`. -/
def acceptance (μ : Q → ℝ) (ν : P → ℝ) (T : Q × P → Q × P) (x : Q × P) : ℝ :=
  min 1 (jointWeight μ ν (T x) / jointWeight μ ν x)
```

Write x_Q for the position of x, and [·] for 1 if the condition holds and 0 otherwise. Averaging over p gives

K(q,q') = Σ_p ν(p) { a(q,p) [T(q,p)_Q = q'] + (1 − a(q,p)) [q = q'] }.

In `positionKernel`, the `if` expressions are these brackets; rejection keeps q.

```lean
/-- The probability of going from position `q` to `q'`: draw `p` from `ν`, propose `T (q,p)`,
move to its position if accepted and stay at `q` if rejected. -/
def positionKernel [Fintype P] [DecidableEq Q] (μ : Q → ℝ) (ν : P → ℝ)
    (T : Q × P → Q × P) (q q' : Q) : ℝ :=
  ∑ p, ν p * (acceptance μ ν T (q, p) * (if (T (q, p)).1 = q' then 1 else 0)
    + (1 - acceptance μ ν T (q, p)) * (if q = q' then 1 else 0))
```

## Strictly positive weights

The hypotheses `hμ` and `hν` say that every state has non-zero probability, as Boltzmann weights do at finite energy and positive temperature. They allow the ratio in a(x) to be cleared:

π(x)a(x) = min(π(x), π(Tx)).

At zero weight the ratio is undefined by hand, and the acceptance rule would need a separate convention. In the proof, `mul_min_of_nonneg` moves π(x) inside the minimum.

```lean
/-- The accepted probability flow out of a phase point is the smaller of the weights of
the point and of its proposal. -/
theorem accepted_flow {μ : Q → ℝ} {ν : P → ℝ} (hμ : ∀ q, 0 < μ q) (hν : ∀ p, 0 < ν p)
    (T : Q × P → Q × P) (x : Q × P) :
    jointWeight μ ν x * acceptance μ ν T x
      = min (jointWeight μ ν x) (jointWeight μ ν (T x)) := by
  have hx : 0 < jointWeight μ ν x := mul_pos (hμ _) (hν _)
  have h : jointWeight μ ν x * (jointWeight μ ν (T x) / jointWeight μ ν x)
      = jointWeight μ ν (T x) := by
    field_simp
  rw [acceptance, mul_min_of_nonneg _ _ hx.le, mul_one, h]
```

For q ≠ q' the rejection term vanishes, so

μ(q)K(q,q') = Σ_x [x_Q = q and (Tx)_Q = q'] min(π(x), π(Tx)).

The proof splits the phase-space sum into positions and momenta, keeps only the starting position q, and compares the terms for each p.

```lean
/-- The flow between two different positions is the accepted flow summed over all phase
points that start at the first position and are sent to the second. -/
theorem position_flow [Fintype Q] [Fintype P] [DecidableEq Q] {μ : Q → ℝ} {ν : P → ℝ}
    (hμ : ∀ q, 0 < μ q) (hν : ∀ p, 0 < ν p) (T : Q × P → Q × P) {q q' : Q} (hq : q ≠ q') :
    μ q * positionKernel μ ν T q q' = ∑ x : Q × P,
      if x.1 = q ∧ (T x).1 = q' then min (jointWeight μ ν x) (jointWeight μ ν (T x))
      else 0 := by
  rw [Fintype.sum_prod_type, Finset.sum_eq_single q]
  · rw [positionKernel, Finset.mul_sum]
    refine Finset.sum_congr rfl fun p _ => ?_
    rw [← accepted_flow hμ hν T (q, p)]
    have hj : jointWeight μ ν (q, p) = μ q * ν p := rfl
    rw [hj]
    by_cases hT : (T (q, p)).1 = q'
    · rw [if_pos hT, if_neg hq, if_pos ⟨rfl, hT⟩]
      ring
    · rw [if_neg hT, if_neg hq, if_neg (fun h => hT h.2)]
      ring
  · intro b _ hb
    exact Finset.sum_eq_zero fun p _ => if_neg (fun h => hb h.1)
  · intro h
    exact absurd (Finset.mem_univ q) h
```

## Momentum probabilities that sum to one

The hypothesis `hν1` makes ν a probability distribution for the fresh momentum. For fixed p, acceptance and rejection together have probability one, hence

Σ_q' K(q,q') = Σ_p ν(p) {a(q,p) + 1 − a(q,p)} = Σ_p ν(p) = 1.

Without normalisation the row sum is Σ_p ν(p), and K is not a Markov kernel, although the balance argument below is unaffected. Non-negativity follows from 0 ≤ a ≤ 1.

## A proposal that undoes itself

The hypothesis `hT` says T(Tx) = x, a discrete form of time reversibility. For q ≠ q', put x = Ty in the flow sum:

μ(q)K(q,q') = Σ_y [(Ty)_Q = q and y_Q = q'] min(π(Ty), π(y)) = μ(q')K(q',q).

For q = q' the equality is immediate. The theorem's three conclusions are non-negativity, unit row sums and detailed balance. In the last part, `Equiv.sum_comp` performs the relabelling and `min_comm` exchanges the two weights.

```lean
/-- Fresh momenta, an involutive proposal and the Metropolis test give a Markov kernel on
positions that is in detailed balance with `μ`. -/
theorem positionKernel_markov_detailedBalance [Fintype Q] [Fintype P] [DecidableEq Q]
    {μ : Q → ℝ} {ν : P → ℝ} (hμ : ∀ q, 0 < μ q) (hν : ∀ p, 0 < ν p) (hν1 : ∑ p, ν p = 1)
    {T : Q × P → Q × P} (hT : Function.Involutive T) :
    (∀ q q', 0 ≤ positionKernel μ ν T q q') ∧
    (∀ q, ∑ q', positionKernel μ ν T q q' = 1) ∧
    (∀ q q', μ q * positionKernel μ ν T q q' = μ q' * positionKernel μ ν T q' q) := by
  refine ⟨fun q q' => ?_, fun q => ?_, fun q q' => ?_⟩
  · -- acceptance and rejection probabilities are both non-negative
    refine Finset.sum_nonneg fun p _ => mul_nonneg (hν p).le (add_nonneg ?_ ?_)
    · refine mul_nonneg (le_min zero_le_one (div_nonneg ?_ ?_)) (by split_ifs <;> norm_num)
      · exact (mul_pos (hμ _) (hν _)).le
      · exact (mul_pos (hμ _) (hν _)).le
    · exact mul_nonneg (sub_nonneg.mpr (min_le_left _ _)) (by split_ifs <;> norm_num)
  · -- for each momentum, the move ends somewhere with probability one
    unfold positionKernel
    rw [Finset.sum_comm]
    refine Eq.trans (Finset.sum_congr rfl fun p _ => ?_) hν1
    rw [← Finset.mul_sum, Finset.sum_add_distrib, ← Finset.mul_sum, ← Finset.mul_sum]
    simp
  · by_cases hq : q = q'
    · rw [hq]
    · -- relabelling phase space by `T` exchanges start and end
      rw [position_flow hμ hν T hq, position_flow hμ hν T (Ne.symm hq),
        ← Equiv.sum_comp (hT.toPerm T)]
      refine Finset.sum_congr rfl fun x _ => ?_
      simp only [Function.Involutive.coe_toPerm, hT x]
      by_cases h1 : x.1 = q' <;> by_cases h2 : (T x).1 = q <;> simp [h1, h2, min_comm]
```

## Normalised position weights

Detailed balance needs only relative values of μ. The extra hypothesis `hμ1` makes π a probability distribution, so that its average of a is the equilibrium acceptance. Since min(u,v) = ½(u + v − |v − u|), and T merely permutes the terms of Σ_x π(x) = 1,

Σ_x π(x)a(x) = 1 − ½ Σ_x |π(Tx) − π(x)|.

Without `hμ1`, the leading 1 becomes Σ_q μ(q). The proof establishes the two unit sums as `h1` and `h2`, and the identity for the minimum as `hmin`.

```lean
/-- The mean acceptance probability in equilibrium is one minus half the summed absolute
change of the phase-space weight under the proposal. -/
theorem mean_acceptance [Fintype Q] [Fintype P] {μ : Q → ℝ} {ν : P → ℝ}
    (hμ : ∀ q, 0 < μ q) (hν : ∀ p, 0 < ν p) (hμ1 : ∑ q, μ q = 1) (hν1 : ∑ p, ν p = 1)
    {T : Q × P → Q × P} (hT : Function.Involutive T) :
    ∑ x, jointWeight μ ν x * acceptance μ ν T x
      = 1 - (1 / 2) * ∑ x, |jointWeight μ ν (T x) - jointWeight μ ν x| := by
  have h1 : ∑ x, jointWeight μ ν x = 1 := by
    rw [Fintype.sum_prod_type]
    simp only [jointWeight, ← Finset.mul_sum, hν1, mul_one, hμ1]
  have h2 : ∑ x, jointWeight μ ν (T x) = 1 :=
    (Equiv.sum_comp (hT.toPerm T) (jointWeight μ ν)).trans h1
  have hmin : ∀ a b : ℝ, min a b = (1 / 2) * (a + b - |b - a|) := by
    intro a b
    rcases le_total a b with h | h
    · rw [min_eq_left h, abs_of_nonneg (sub_nonneg.mpr h)]
      ring
    · rw [min_eq_right h, abs_of_nonpos (sub_nonpos.mpr h)]
      ring
  simp only [accepted_flow hμ hν T, hmin]
  rw [← Finset.mul_sum, Finset.sum_sub_distrib, Finset.sum_add_distrib, h1, h2]
  ring
```

## Leapfrog trajectories as involutions

Let positions and momenta share a finite additive group A, such as a periodic lattice, with mass and time step absorbed into the units. A leapfrog step L with half kick f is

h = p + f(q), q₁ = q + h, p₁ = h + f(q₁), L(q,p) = (q₁,p₁).

```lean
/-- One leapfrog step (kick, drift, kick) on an additive commutative group, where `f` is the
momentum change in a half kick. -/
def leapfrog {A : Type*} [AddCommGroup A] (f : A → A) (x : A × A) : A × A :=
  (x.1 + (x.2 + f x.1), x.2 + f x.1 + f (x.1 + (x.2 + f x.1)))
```

Let F(q,p) = (q,−p).

```lean
/-- Reversal of the momentum. -/
def flip {A : Type*} [AddCommGroup A] (x : A × A) : A × A := (x.1, -x.2)
```

Starting L from (q₁,−p₁), the first kick gives −h, the drift returns to q, and the last kick gives −p. Thus LFL = F. By induction,

Lᵏ⁺¹FLᵏ⁺¹ = Lᵏ(LFL)Lᵏ = LᵏFLᵏ = F,

so (FLⁿ)² = F² = 1. In the proof, `step` is the one-step identity and `many` the induction.

```lean
/-- A leapfrog trajectory of any length followed by a momentum flip is an involution. -/
theorem leapfrog_flip_involutive {A : Type*} [AddCommGroup A] (f : A → A) (n : ℕ) :
    Function.Involutive (fun x => flip ((leapfrog f)^[n] x)) := by
  -- a single step is undone by stepping with reversed momentum
  have step : ∀ x, leapfrog f (flip (leapfrog f x)) = flip x := by
    rintro ⟨q, p⟩
    have h1 : -(p + f q + f (q + (p + f q))) + f (q + (p + f q)) = -(p + f q) := by abel
    have h2 : q + (p + f q) + -(p + f q) = q := by abel
    have h3 : -(p + f q) + f q = -p := by abel
    simp only [leapfrog, flip, h1, h2, h3]
  have many : ∀ (k : ℕ) (x : A × A),
      (leapfrog f)^[k] (flip ((leapfrog f)^[k] x)) = flip x := by
    intro k
    induction k with
    | zero => intro x; rfl
    | succ k ih =>
      intro x
      rw [Function.iterate_succ_apply' (leapfrog f) k x, Function.iterate_succ_apply, step, ih]
  intro x
  change flip ((leapfrog f)^[n] (flip ((leapfrog f)^[n] x))) = x
  rw [many]
  simp [flip]
```

For hybrid Monte Carlo on this finite lattice, a cheap approximate force may therefore drive the trajectory while the Metropolis test uses the full phase-space weight π(q,p) = μ(q)ν(p), with μ the exact target weight. The theorem covers any force that is a fixed function of position. Detailed balance alone does not ensure convergence: at n = 0 the position never moves.

```lean
/-- Hybrid Monte Carlo with `n` leapfrog steps on a finite periodic lattice is in detailed balance
with `μ`, for every half-kick function `f` of position. -/
theorem leapfrog_detailedBalance {A : Type*} [AddCommGroup A] [Fintype A] [DecidableEq A]
    {μ ν : A → ℝ} (hμ : ∀ q, 0 < μ q) (hν : ∀ p, 0 < ν p) (hν1 : ∑ p, ν p = 1)
    (f : A → A) (n : ℕ) (q q' : A) :
    μ q * positionKernel μ ν (fun x => flip ((leapfrog f)^[n] x)) q q'
      = μ q' * positionKernel μ ν (fun x => flip ((leapfrog f)^[n] x)) q' q :=
  (positionKernel_markov_detailedBalance hμ hν hν1 (leapfrog_flip_involutive f n)).2.2 q q'
```

## A bijection that breaks detailed balance

Take three positions of weight 1/3, a single momentum, and the shift q ↦ q + 1 modulo 3. This is a bijection but not an involution. Every proposal is accepted, so K(0,1) = 1 and K(1,0) = 0; the two flows are 1/3 and 0. In the proof, `decide` checks bijectivity and `norm_num` evaluates the kernels.

```lean
/-- A cyclic shift of three equally weighted positions is a bijective proposal for which
detailed balance fails. -/
theorem cyclic_shift_not_balanced :
    Function.Bijective (fun x : Fin 3 × Unit => (x.1 + 1, x.2)) ∧
    (1 / 3 : ℝ) * positionKernel (fun _ : Fin 3 => (1 / 3 : ℝ)) (fun _ : Unit => (1 : ℝ))
        (fun x => (x.1 + 1, x.2)) 0 1
      ≠ (1 / 3 : ℝ) * positionKernel (fun _ : Fin 3 => (1 / 3 : ℝ)) (fun _ : Unit => (1 : ℝ))
        (fun x => (x.1 + 1, x.2)) 1 0 := by
  constructor
  · decide
  · have h : ¬ ((1 : Fin 3) + 1 = 0) := by decide
    norm_num [positionKernel, acceptance, jointWeight, h]

end

end HybridMonteCarloPosition
```

```lean
#print axioms HybridMonteCarloPosition.positionKernel_markov_detailedBalance
#print axioms HybridMonteCarloPosition.mean_acceptance
#print axioms HybridMonteCarloPosition.leapfrog_detailedBalance
#print axioms HybridMonteCarloPosition.cyclic_shift_not_balanced
```

```
'HybridMonteCarloPosition.positionKernel_markov_detailedBalance' depends on axioms: [propext, Classical.choice, Quot.sound]
'HybridMonteCarloPosition.mean_acceptance' depends on axioms: [propext, Classical.choice, Quot.sound]
'HybridMonteCarloPosition.leapfrog_detailedBalance' depends on axioms: [propext, Classical.choice, Quot.sound]
'HybridMonteCarloPosition.cyclic_shift_not_balanced' depends on axioms: [propext, Classical.choice, Quot.sound]
```
